# Bare mass in the middle band of a three-level ladder whose momentum does not commute with the Hamiltonian

In a finite k·p model with three bands at energies 0, 1 and 2 and every momentum matrix element equal to 1, the theorem states that the middle band has inverse effective mass 1 in units of the inverse bare mass, although the momentum matrix does not commute with the band Hamiltonian. The inverse mass is defined as 1 plus twice the second-order sum, which adds the squared moduli of the momentum matrix elements to the other bands, each divided by the energy difference. The attempt proves the mass value by unfolding the definitions and evaluating the sum with `norm_num`. For the other half it uses `commute_iff_uncoupled`: as the energies are distinct, commuting would force the matrix element between the lowest and middle bands to vanish, but it is 1.

This version doesn't compile in Lean 4 with Mathlib:

```lean
import Mathlib

open Matrix

namespace LadderMiddleBandBareMass

noncomputable section

variable {ι : Type*} [Fintype ι] [DecidableEq ι]

/-- The Hamiltonian at the expansion point, diagonal in the band basis with energies `E n`. -/
def bandHamiltonian (E : ι → ℝ) : Matrix ι ι ℂ :=
  Matrix.diagonal fun n => (E n : ℂ)

/-- The second-order k.p sum of band `n`: squared momentum matrix elements over energy
differences, for a level `E n` that differs from all other levels. -/
def secondOrderSum (E : ι → ℝ) (P : Matrix ι ι ℂ) (n : ι) : ℝ :=
  ∑ m with m ≠ n, ‖P n m‖ ^ 2 / (E n - E m)

/-- The k.p inverse effective mass of band `n` in units of the inverse bare mass, for a level
`E n` that differs from all other levels. -/
def inverseMass (E : ι → ℝ) (P : Matrix ι ι ℂ) (n : ι) : ℝ :=
  1 + 2 * secondOrderSum E P n

/-- For distinct band energies, `P` commutes with the band Hamiltonian exactly when it has no
matrix element between different bands. -/
theorem commute_iff_uncoupled {E : ι → ℝ} (hE : Function.Injective E) (P : Matrix ι ι ℂ) :
    Commute (bandHamiltonian E) P ↔ ∀ n m, m ≠ n → P n m = 0 := by
  constructor
  · intro h n m hmn
    have h1 := congrFun (congrFun h.eq n) m
    simp only [bandHamiltonian, Matrix.diagonal_mul, Matrix.mul_diagonal] at h1
    have hd : (E n : ℂ) - (E m : ℂ) ≠ 0 :=
      sub_ne_zero.2 fun h2 => hmn (hE (Complex.ofReal_injective h2)).symm
    have h3 : ((E n : ℂ) - (E m : ℂ)) * P n m = 0 := by linear_combination h1
    exact (mul_eq_zero.1 h3).resolve_left hd
  · intro h
    show bandHamiltonian E * P = P * bandHamiltonian E
    ext n m
    simp only [bandHamiltonian, Matrix.diagonal_mul, Matrix.mul_diagonal]
    rcases eq_or_ne m n with rfl | hmn
    · exact mul_comm _ _
    · rw [h n m hmn]
      simp

/-- In the ladder of three bands with energies 0, 1, 2 and all momentum matrix elements equal
to one, the middle band has the bare mass although `P` and the band Hamiltonian do not commute. -/
theorem ladder_middle_band_bare_mass :
    inverseMass (fun i : Fin 3 => ((i : ℕ) : ℝ)) (Matrix.of fun _ _ => 1) 1 = 1 ∧
    ¬ Commute (bandHamiltonian fun i : Fin 3 => ((i : ℕ) : ℝ)) (Matrix.of fun _ _ => 1) := by
  constructor
  · -- the repulsions from below and from above cancel
    norm_num [inverseMass, secondOrderSum, Finset.sum_filter, Fin.sum_univ_three]
  · intro h
    have hE : Function.Injective (fun i : Fin 3 => ((i : ℕ) : ℝ)) :=
      fun a b hab => Fin.ext (Nat.cast_injective (R := ℝ) hab)
    have h1 := (commute_iff_uncoupled hE _).1 h 0 1 (by decide)
    simp at h1

end

end LadderMiddleBandBareMass
```

Compiling this gives:

```
Main.lean:52:2: error: unsolved goals
case left
⊢ (1 + if 2 = 1 then 0 else -1) = 0
```

What went wrong. The error is in the first half, the mass value. `norm_num` has reduced the claim to the vanishing of the second-order sum. The lowest band already contributes 1, but the top band's term is still `if 2 = 1 then 0 else -1`. This `if` comes from `Finset.sum_filter`, which turns the restriction `m ≠ n` into a condition on each term. Here 2 and 1 are band indices in `Fin 3`, not real numbers, and the call did not decide that they differ. So the `if` stayed, and the contributions 1 and -1 could not cancel.

The repair proves `(2 : Fin 3) ≠ 1` by `decide`, which works because equality in `Fin 3` is decidable by computation, and hands this fact to `norm_num` as `h21`. The condition then simplifies to false, the `if` becomes -1, and the remaining goal is `1 + -1 = 0`, which `norm_num` closes.

The repair, with which the file compiles:

```diff
@@ -51,5 +51,6 @@
   constructor
   · -- the repulsions from below and from above cancel
-    norm_num [inverseMass, secondOrderSum, Finset.sum_filter, Fin.sum_univ_three]
+    have h21 : (2 : Fin 3) ≠ 1 := by decide
+    norm_num [inverseMass, secondOrderSum, Finset.sum_filter, Fin.sum_univ_three, h21]
   · intro h
     have hE : Function.Injective (fun i : Fin 3 => ((i : ℕ) : ℝ)) :=
```
